# Finite groups in SL(2,ℤ) and rotation groups of plane crystals are cyclic of order 1, 2, 3, 4 or 6

Which groups of rotations about a point can a plane crystal have? Such a rotation can be described as a unit complex number $z$ acting on the plane $\mathbb C$, or as an integer matrix acting on lattice coordinates. Both descriptions are used here. The first carries the geometry, the second the arithmetic.

```lean
import Mathlib

open Matrix

namespace PlaneRotationGroups

noncomputable section
```

The lattice consists of the integer combinations of two displacements $\alpha$ and $\beta$. They need not be independent, so degenerate cases are included.

```lean
/-- The points of the plane reached by integer combinations of the displacements `α` and `β`. -/
def latticePoints (α β : ℂ) : Set ℂ := {v | ∃ m n : ℤ, v = m * α + n * β}
```

`Circle` is the group of unit complex numbers. The rotations that map the lattice onto itself form a subgroup of it.

```lean
/-- The rotations about the origin that map the lattice generated by `α` and `β` onto itself. -/
def rotationGroup (α β : ℂ) : Subgroup Circle where
  carrier := {z | ∀ v : ℂ, v ∈ latticePoints α β ↔ (z : ℂ) * v ∈ latticePoints α β}
  one_mem' := fun v => by simp
  mul_mem' := fun {z w} hz hw v => by
    rw [Circle.coe_mul, mul_assoc]
    exact (hw v).trans (hz _)
  inv_mem' := fun {z} hz v => by
    have h := hz (((z⁻¹ : Circle) : ℂ) * v)
    rw [← mul_assoc, ← Circle.coe_mul, mul_inv_cancel, Circle.coe_one, one_mul] at h
    exact h.symm
```

`SpecialLinearGroup (Fin 2) ℤ` is the group of integer matrices of determinant 1. Write

$$g=\begin{pmatrix}a&b\\c&d\end{pmatrix},$$

so that $a,b,c,d$ are Lean's entries `0 0`, `0 1`, `1 0`, `1 1`. The columns are the coordinates of the images of the basis vectors $1$ and $\omega$, where the complex number $\omega$ is chosen in (d). The image of $1$ is $\lambda(g)=a+c\,\omega$, called `factor` in the code.

```lean
/-- The image of the first basis vector of the lattice with basis `1, ω` under the integer
matrix `g`. -/
def factor (ω : ℂ) (g : SpecialLinearGroup (Fin 2) ℤ) : ℂ := (g.1 0 0 : ℂ) + g.1 1 0 * ω
```

The next condition says that $g$ multiplies both basis vectors by this same number, as a rotation combined with a dilation does.

```lean
/-- The integer matrix `g` acts on the basis `1, ω` as multiplication by one complex number. -/
def ActsByFactor (ω : ℂ) (g : SpecialLinearGroup (Fin 2) ℤ) : Prop :=
  (g.1 0 1 : ℂ) + g.1 1 1 * ω = factor ω g * ω
```

## (a) The powers of a lattice rotation

Let $|z|=1$, $\alpha\neq0$, $z\alpha=a\alpha+c\beta$ and $z\beta=b\alpha+d\beta$ with integers $a,b,c,d$. Show that
$$z^4=1\quad\text{or}\quad z^6=1.$$

From $(z-a)\alpha=c\beta$ we get $(z-d)(z-a)\alpha=c(z-d)\beta=bc\,\alpha$. Cancelling $\alpha$ gives $z^2-tz+n=0$ with $t=a+d$ and $n=ad-bc$.

If $z$ is real, $z=\pm1$ and $z^4=1$. Otherwise the imaginary part, divided by $\operatorname{Im}z$, gives $t=2\operatorname{Re}z$. Since $|\operatorname{Re}z|<1$, the integer $t$ is $-1$, $0$ or $1$. Also $z^2-2(\operatorname{Re}z)z+|z|^2=0$, so $z^2=tz-1$. The three cases give $z^3=1$, $z^2=-1$ and $z^3=-1$.

In Lean, `omega` reduces the bounds on $t$ to these three values, and `linear_combination` checks the polynomial identities.

```lean
/-- A rotation `z` that sends `α ≠ 0` and `β` to integer combinations of `α` and `β`
returns to the identity after four or after six applications. -/
theorem rotation_pow {z α β : ℂ} (hz : ‖z‖ = 1) (hα : α ≠ 0) {a b c d : ℤ}
    (h1 : z * α = a * α + c * β) (h2 : z * β = b * α + d * β) : z ^ 4 = 1 ∨ z ^ 6 = 1 := by
  -- the characteristic equation has integer coefficients
  obtain ⟨t, n, hq⟩ : ∃ t n : ℤ, z * z - t * z + n = 0 := by
    refine ⟨a + d, a * d - b * c, mul_right_cancel₀ hα ?_⟩
    push_cast
    linear_combination (z - d) * h1 + c * h2
  have him := congrArg Complex.im hq
  simp only [Complex.add_im, Complex.sub_im, Complex.mul_im, Complex.intCast_re,
    Complex.intCast_im, Complex.zero_im] at him
  have hn : Complex.normSq z = 1 := by rw [Complex.normSq_eq_norm_sq, hz]; norm_num
  rw [Complex.normSq_apply] at hn
  by_cases hy : z.im = 0
  · have hzz : z * z = 1 := by
      rw [hy] at hn
      apply Complex.ext
      · rw [Complex.mul_re, hy, Complex.one_re]; linarith
      · rw [Complex.mul_im, hy, Complex.one_im]; ring
    left
    linear_combination (z * z + 1) * hzz
  · -- for a non-real rotation the trace is twice the cosine
    have ht : (t : ℝ) = 2 * z.re := mul_right_cancel₀ hy (by linear_combination -him)
    have hy2 : 0 < z.im * z.im := mul_self_pos.mpr hy
    have ht4 : (t : ℝ) ^ 2 < 4 := by rw [ht]; nlinarith
    have ht4' : t ^ 2 < 4 := by exact_mod_cast ht4
    have hlo : -2 < t := by nlinarith
    have hhi : t < 2 := by nlinarith
    have hzz : z * z = t * z - 1 := by
      apply Complex.ext
      · simp only [Complex.sub_re, Complex.mul_re, Complex.intCast_re, Complex.intCast_im,
          Complex.one_re]
        linear_combination (-z.re) * ht - hn
      · simp only [Complex.sub_im, Complex.mul_im, Complex.intCast_re, Complex.intCast_im,
          Complex.one_im]
        linear_combination (-z.im) * ht
    have hcases : t = -1 ∨ t = 0 ∨ t = 1 := by omega
    rcases hcases with h | h | h <;> rw [h] at hzz <;> push_cast at hzz
    · right; linear_combination (z - 1) * (z ^ 3 + 1) * hzz
    · left; linear_combination (z ^ 2 - 1) * hzz
    · right; linear_combination (z + 1) * (z ^ 3 - 1) * hzz
```

## (b) From complex numbers to a cyclic group

Let $f$ be an injective multiplicative map from a finite group $G$ to $\mathbb C$, with $f(g)^4=1$ or $f(g)^6=1$ for each $g$. Show that $G$ is cyclic and
$$|G|\in\{1,2,3,4,6\}.$$

Put $N=|G|$. The $N$ distinct values of $f$ all satisfy $x^N=1$, which has exactly $N$ complex solutions. The image is therefore the full group of $N$-th roots of unity, which is cyclic. For a generator $g$, injectivity turns the condition on $f(g)$ into $g^4=1$ or $g^6=1$. Its order $N$ then divides 4 or 6.

The cyclic structure comes from Mathlib's `isCyclic_of_injective_ringHom`. Despite its name, it accepts a map that preserves only multiplication, written `G →* ℂ`. Its target may be any commutative ring without zero divisors: there $x^n=1$ has at most $n$ solutions, and a finite group with that property for every $n\ge1$ is cyclic. So the task in (d) to (f) is to build such a map for a matrix group.

```lean
/-- A finite group represented faithfully by complex numbers whose fourth or sixth power is 1
is cyclic and has 1, 2, 3, 4 or 6 elements. -/
theorem cyclic_of_faithful {G : Type*} [Group G] [Finite G] (f : G →* ℂ)
    (hf : Function.Injective f) (h : ∀ g, f g ^ 4 = 1 ∨ f g ^ 6 = 1) :
    IsCyclic G ∧ Nat.card G ∈ ({1, 2, 3, 4, 6} : Finset ℕ) := by
  have hc : IsCyclic G := isCyclic_of_injective_ringHom f hf
  refine ⟨hc, ?_⟩
  obtain ⟨g, hg⟩ := hc.exists_generator
  rw [← orderOf_eq_card_of_forall_mem_zpowers hg]
  have key : ∀ n < 7, (n ∣ 4 ∨ n ∣ 6) → n ∈ ({1, 2, 3, 4, 6} : Finset ℕ) := by decide
  have hd : orderOf g ∣ 4 ∨ orderOf g ∣ 6 :=
    (h g).imp (fun e => orderOf_dvd_of_pow_eq_one (hf (by rw [map_pow, e, map_one])))
      (fun e => orderOf_dvd_of_pow_eq_one (hf (by rw [map_pow, e, map_one])))
  refine key _ ?_ hd
  rcases hd with e | e
  · have := Nat.le_of_dvd (by norm_num) e
    omega
  · have := Nat.le_of_dvd (by norm_num) e
    omega
```

## (c) A lattice shape from a metric

Let $p,q,r$ be integers with $p>0$ and $pr-q^2>0$. Find a non-real $\omega$ with
$$p\,\omega^2-2q\,\omega+r=0.$$

Take $s=\sqrt{pr-q^2}$ and $\omega=(q+is)/p$. Then $(p\omega-q)^2=-s^2$. Expanding and dividing by $p$ gives the equation, and $s>0$ makes $\omega$ non-real. Geometrically, $p\,|x+y\omega|^2=px^2+2qxy+ry^2$ for real $x,y$, so $\omega$ realises the metric as a lattice.

```lean
/-- A positive definite integer metric with entries `p, q, r` has a non-real `ω` with
`p ω² - 2 q ω + r = 0`. -/
theorem exists_root {p q r : ℤ} (hp : 0 < p) (hD : 0 < p * r - q ^ 2) :
    ∃ ω : ℂ, ω.im ≠ 0 ∧ (p : ℂ) * ω ^ 2 - 2 * q * ω + r = 0 := by
  have hDr : (0 : ℝ) < (p : ℝ) * r - (q : ℝ) ^ 2 := by exact_mod_cast hD
  obtain ⟨s, hs, hs2⟩ : ∃ s : ℝ, 0 < s ∧ s ^ 2 = (p : ℝ) * r - (q : ℝ) ^ 2 :=
    ⟨_, Real.sqrt_pos.mpr hDr, Real.sq_sqrt hDr.le⟩
  have hsC : (s : ℂ) ^ 2 = (p : ℂ) * r - (q : ℂ) ^ 2 := by exact_mod_cast hs2
  have hp0 : (p : ℂ) ≠ 0 := by exact_mod_cast hp.ne'
  obtain ⟨ω, hω⟩ : ∃ ω : ℂ, (p : ℂ) * ω = q + s * Complex.I :=
    ⟨(q + s * Complex.I) / p, mul_div_cancel₀ _ hp0⟩
  refine ⟨ω, fun h => ?_, mul_left_cancel₀ hp0 ?_⟩
  · have him := congrArg Complex.im hω
    simp only [Complex.mul_im, Complex.add_im, Complex.intCast_re, Complex.intCast_im,
      Complex.ofReal_re, Complex.ofReal_im, Complex.I_re, Complex.I_im, h] at him
    linarith
  · linear_combination (p * ω + s * Complex.I - q) * hω + (s : ℂ) ^ 2 * Complex.I_sq - hsC
```

## (d) One lattice for the whole matrix group

Let $G$ be a finite group of integer matrices of determinant 1. Find one non-real $\omega$ such that every $g\in G$ satisfies
$$b+d\,\omega=(a+c\,\omega)\,\omega.$$

Sum the metric over the group, without normalising: $S=\sum_{h\in G}h^{T}h$. Replacing $h$ by $hg$ only permutes the terms, so $g^TSg=S$. Write $p,q,r$ for the entries $S_{00},S_{01},S_{11}$. The identity element alone gives
$$px^2+2qxy+ry^2\ge x^2+y^2.$$
At $(1,0)$ this yields $p>0$; at $(-q,p)$ it yields $p(pr-q^2)\ge p^2+q^2>0$. Take $\omega$ from (c).

The first row of $Sg=(g^{-1})^TS$ reads $pa+2qc=pd$ and $pb=-rc$. Hence
$$p\,[\,b+d\omega-(a+c\omega)\omega\,]=-c\,(p\omega^2-2q\omega+r)=0.$$

The code follows this order: `hinv` is the invariance, `hpos` the inequality, and `r1`, `r2` the two row equations.

```lean
/-- For every finite group of integer 2 by 2 matrices of determinant 1 there is a plane lattice
with basis `1, ω` on which each element acts as multiplication by a complex number. -/
theorem exists_common_lattice (G : Subgroup (SpecialLinearGroup (Fin 2) ℤ)) [Finite G] :
    ∃ ω : ℂ, ω.im ≠ 0 ∧ ∀ g ∈ G, ActsByFactor ω g := by
  cases nonempty_fintype G
  obtain ⟨M, hM⟩ : ∃ M : G → Matrix (Fin 2) (Fin 2) ℤ, ∀ h, M h = h.1.1 :=
    ⟨_, fun _ => rfl⟩
  have hM1 : M 1 = 1 := by simp [hM]
  have hmul : ∀ h g, M (h * g) = M h * M g := fun h g => by simp [hM]
  -- the metric summed over the group, and its invariance
  obtain ⟨S, hS⟩ : ∃ S, S = ∑ h, (M h)ᵀ * M h := ⟨_, rfl⟩
  have hinv : ∀ g, (M g)ᵀ * S * M g = S := fun g => by
    rw [hS, Finset.mul_sum, Finset.sum_mul]
    refine Fintype.sum_equiv (Equiv.mulRight g) _ _ fun h => ?_
    rw [Equiv.coe_mulRight, hmul, Matrix.transpose_mul]
    simp only [Matrix.mul_assoc]
  have hent : ∀ i j, S i j = ∑ h, (M h 0 i * M h 0 j + M h 1 i * M h 1 j) := fun i j => by
    simp only [hS, Matrix.sum_apply, Matrix.mul_apply, Matrix.transpose_apply, Fin.sum_univ_two]
  have hsym : S 1 0 = S 0 1 := by
    rw [hent, hent]
    exact Finset.sum_congr rfl fun h _ => by ring
  -- the identity element alone already makes the summed metric positive
  have hpos : ∀ x y : ℤ,
      x ^ 2 + y ^ 2 ≤ x ^ 2 * S 0 0 + 2 * x * y * S 0 1 + y ^ 2 * S 1 1 := fun x y => by
    have hle := Finset.single_le_sum
      (f := fun h : G => (M h 0 0 * x + M h 0 1 * y) ^ 2 + (M h 1 0 * x + M h 1 1 * y) ^ 2)
      (fun h _ => add_nonneg (sq_nonneg _) (sq_nonneg _)) (Finset.mem_univ (1 : G))
    have h1 : x ^ 2 * S 0 0 + 2 * x * y * S 0 1 + y ^ 2 * S 1 1 =
        ∑ h, ((M h 0 0 * x + M h 0 1 * y) ^ 2 + (M h 1 0 * x + M h 1 1 * y) ^ 2) := by
      rw [hent, hent, hent, Finset.mul_sum, Finset.mul_sum, Finset.mul_sum,
        ← Finset.sum_add_distrib, ← Finset.sum_add_distrib]
      exact Finset.sum_congr rfl fun h _ => by ring
    rw [h1]
    simpa [hM1, Matrix.one_apply] using hle
  have hp : 0 < S 0 0 := by linarith [hpos 1 0]
  have hD : 0 < S 0 0 * S 1 1 - S 0 1 ^ 2 := by
    refine (mul_pos_iff_of_pos_left hp).mp ?_
    nlinarith [hpos (-S 0 1) (S 0 0), sq_nonneg (S 0 1), mul_pos hp hp]
  obtain ⟨ω, him, hω⟩ := exists_root hp hD
  refine ⟨ω, him, fun g hg => ?_⟩
  have hdet : g.1 0 0 * g.1 1 1 - g.1 0 1 * g.1 1 0 = 1 := by
    rw [← Matrix.det_fin_two]; exact g.2
  have hg' := hinv ⟨g, hg⟩
  rw [hM] at hg'
  have e00 := congrFun (congrFun hg' 0) 0
  have e01 := congrFun (congrFun hg' 0) 1
  have e11 := congrFun (congrFun hg' 1) 1
  simp only [Matrix.mul_apply, Matrix.transpose_apply, Fin.sum_univ_two, hsym] at e00 e01 e11
  have r1 : S 0 0 * g.1 0 0 + 2 * g.1 1 0 * S 0 1 = g.1 1 1 * S 0 0 := by
    linear_combination g.1 1 1 * e00 - g.1 1 0 * e01
      - (g.1 0 0 * S 0 0 + g.1 1 0 * S 0 1) * hdet
  have r2 : S 0 0 * g.1 0 1 = -(g.1 1 0 * S 1 1) := by
    linear_combination g.1 1 1 * e01 - g.1 1 0 * e11
      - (g.1 0 1 * S 0 0 + g.1 1 1 * S 0 1) * hdet
  have c1 := congrArg (Int.cast : ℤ → ℂ) r1
  have c2 := congrArg (Int.cast : ℤ → ℂ) r2
  push_cast at c1 c2
  have hp0 : (S 0 0 : ℂ) ≠ 0 := by exact_mod_cast hp.ne'
  unfold ActsByFactor factor
  apply mul_left_cancel₀ hp0
  linear_combination (-ω) * c1 + c2 - (g.1 1 0 : ℂ) * hω
```

## (e) Factors multiply

If $g$ acts by a factor, show for every $h$ that
$$\lambda(gh)=\lambda(g)\,\lambda(h).$$

The matrix $h$ sends $1$ to $h_{00}+h_{10}\omega$. Then $g$ multiplies both terms by $\lambda(g)$, giving $\lambda(g)(h_{00}+h_{10}\omega)$.

```lean
/-- If `g` acts on the lattice with basis `1, ω` by a complex factor, the factor of `g h` is
the product of the factors of `g` and `h`. -/
theorem factor_mul {ω : ℂ} {g : SpecialLinearGroup (Fin 2) ℤ} (hg : ActsByFactor ω g)
    (h : SpecialLinearGroup (Fin 2) ℤ) : factor ω (g * h) = factor ω g * factor ω h := by
  unfold ActsByFactor factor at hg
  have hm : ∀ i j, (g * h).1 i j = g.1 i 0 * h.1 0 j + g.1 i 1 * h.1 1 j := fun i j => by
    have hgh : (g * h).1 = g.1 * h.1 := rfl
    rw [hgh, Matrix.mul_apply, Fin.sum_univ_two]
  unfold factor
  rw [hm, hm]
  push_cast
  linear_combination (h.1 1 0 : ℂ) * hg
```

## (f) The factor determines the matrix

Let $\omega$ be non-real and let $g,h$ both act by factors. Show that
$$\lambda(g)=\lambda(h)\;\Rightarrow\;g=h.$$

If $m+n\omega=k+l\omega$ with integers $m,n,k,l$, the imaginary part gives $n=l$, and then $m=k$. Applied to $\lambda(g)=\lambda(h)$, this equates the first columns; applied to $\lambda(g)\omega=\lambda(h)\omega$, the second.

```lean
/-- If `ω` is not real, two integer matrices of determinant 1 that act on the basis `1, ω` by equal
complex factors are equal. -/
theorem eq_of_factor_eq {ω : ℂ} (hω : ω.im ≠ 0) {g h : SpecialLinearGroup (Fin 2) ℤ}
    (hg : ActsByFactor ω g) (hh : ActsByFactor ω h) (e : factor ω g = factor ω h) : g = h := by
  -- lattice coordinates are unique because `ω` is not real
  have key : ∀ m n k l : ℤ, (m : ℂ) + n * ω = k + l * ω → m = k ∧ n = l := by
    intro m n k l H
    have him := congrArg Complex.im H
    simp only [Complex.add_im, Complex.mul_im, Complex.intCast_re, Complex.intCast_im] at him
    have hnl : (n : ℝ) = l := mul_right_cancel₀ hω (by linarith)
    have hnl' : n = l := by exact_mod_cast hnl
    rw [hnl'] at H
    exact ⟨by exact_mod_cast add_right_cancel H, hnl'⟩
  obtain ⟨h00, h10⟩ := key _ _ _ _ e
  have e' : (g.1 0 1 : ℂ) + g.1 1 1 * ω = h.1 0 1 + h.1 1 1 * ω := by
    rw [hg, hh, e]
  obtain ⟨h01, h11⟩ := key _ _ _ _ e'
  apply Subtype.ext
  rw [Matrix.eta_fin_two g.1, Matrix.eta_fin_two h.1, h00, h01, h10, h11]
```

## (g) Finite groups of integer matrices

Show that every finite group $G$ of integer $2\times2$ matrices of determinant 1 is cyclic, with
$$|G|\in\{1,2,3,4,6\}.$$

By (d), (e) and (f), $\lambda$ is an injective multiplicative map on $G$. From $\lambda(g)^{|G|}=1$ we get $|\lambda(g)|=1$. Part (a) with $\alpha=1$, $\beta=\omega$ applies to $z=\lambda(g)$, and (b) finishes.

```lean
/-- Every finite group of integer 2 by 2 matrices of determinant 1 is cyclic and has
1, 2, 3, 4 or 6 elements. -/
theorem finite_group_cyclic (G : Subgroup (SpecialLinearGroup (Fin 2) ℤ)) [Finite G] :
    IsCyclic G ∧ Nat.card G ∈ ({1, 2, 3, 4, 6} : Finset ℕ) := by
  obtain ⟨ω, him, hω⟩ := exists_common_lattice G
  let f : G →* ℂ :=
    { toFun := fun g => factor ω g.1
      map_one' := by simp [factor]
      map_mul' := fun g h => factor_mul (hω g.1 g.2) h.1 }
  refine cyclic_of_faithful f
    (fun g h e => Subtype.ext (eq_of_factor_eq him (hω _ g.2) (hω _ h.2) e)) fun g => ?_
  -- an element of finite order has a factor of modulus one
  have hpow : f g ^ Nat.card G = 1 := by rw [← map_pow, pow_card_eq_one', map_one]
  have hnorm : ‖f g‖ = 1 := by
    refine (pow_eq_one_iff_of_nonneg (norm_nonneg _) (Nat.card_pos (α := G)).ne').mp ?_
    rw [← norm_pow, hpow, norm_one]
  refine rotation_pow (α := 1) (β := ω) hnorm one_ne_zero
    (a := g.1.1 0 0) (b := g.1.1 0 1) (c := g.1.1 1 0) (d := g.1.1 1 1) ?_ ?_
  · rw [mul_one, mul_one]; rfl
  · rw [mul_one]; exact (hω g.1 g.2).symm
```

## (h) Rotations of a crystal

Let $H$ be a group of rotations about the origin preserving the lattice of $\alpha\neq0$ and $\beta$. Show, without assuming that $H$ is finite, that it is cyclic and
$$|H|\in\{1,2,3,4,6\}.$$

Each $z\in H$ sends $\alpha$ and $\beta$ to lattice points, so (a) applies and $z^{12}=1$. There are only twelve such numbers, so $H$ is finite, and (b) applies to the inclusion of $H$ in $\mathbb C$.

The hypothesis `hH` allows $H$ to be smaller than the lattice's own rotation group, as happens when the atoms in the cell lower the symmetry. The lattice's own group always contains $z=-1$, so its order is even, and the orders 1 and 3 can occur only for a smaller $H$. The physical input is that the translation symmetries of the crystal are exactly the translations by vectors of such a lattice. The rotation parts of its symmetries then satisfy `hH`, because conjugating a translation by $v$ with a symmetry whose rotation part is $R$ gives a translation by $Rv$. Reflections and three-dimensional point groups are not covered here.

Suppose that $H$ consists of rotation parts of spatial symmetries of the one-electron Hamiltonian, not just of the lattice. For independent electrons in a two-dimensional crystal, band energies then agree at wave vectors related by $H$, and these proper rotations reduce the number of points in a $k$-point mesh by at most a factor of six.

```lean
/-- Any group of rotations about the origin that preserve the lattice generated by `α ≠ 0` and
`β` is cyclic and has 1, 2, 3, 4 or 6 elements. -/
theorem crystal_rotations_cyclic {α β : ℂ} (hα : α ≠ 0) (H : Subgroup Circle)
    (hH : H ≤ rotationGroup α β) :
    IsCyclic H ∧ Nat.card H ∈ ({1, 2, 3, 4, 6} : Finset ℕ) := by
  have hpow : ∀ z : H, ((z : Circle) : ℂ) ^ 4 = 1 ∨ ((z : Circle) : ℂ) ^ 6 = 1 := fun z => by
    obtain ⟨a, c, h1⟩ := (hH z.2 α).mp ⟨1, 0, by simp⟩
    obtain ⟨b, d, h2⟩ := (hH z.2 β).mp ⟨0, 1, by simp⟩
    exact rotation_pow (Circle.norm_coe _) hα h1 h2
  -- all these rotations are twelfth roots of unity, so there are finitely many
  have h12 : ∀ z : H, ((z : Circle) : ℂ) ∈ (Polynomial.nthRoots 12 (1 : ℂ)).toFinset :=
    fun z => by
      rw [Multiset.mem_toFinset, Polynomial.mem_nthRoots (by norm_num)]
      rcases hpow z with h | h
      · calc ((z : Circle) : ℂ) ^ 12 = (((z : Circle) : ℂ) ^ 4) ^ 3 := by ring
          _ = 1 := by rw [h, one_pow]
      · calc ((z : Circle) : ℂ) ^ 12 = (((z : Circle) : ℂ) ^ 6) ^ 2 := by ring
          _ = 1 := by rw [h, one_pow]
  have hfin : Finite H := Finite.of_injective
    (fun z : H => (⟨((z : Circle) : ℂ), h12 z⟩ :
      {w : ℂ // w ∈ (Polynomial.nthRoots 12 (1 : ℂ)).toFinset}))
    (fun x y h => by
      have hv := congrArg Subtype.val h
      exact Subtype.ext (Circle.ext hv))
  exact cyclic_of_faithful (Circle.coeHom.comp H.subtype)
    (fun x y h => Subtype.ext (Circle.ext h)) hpow

end

end PlaneRotationGroups
```

```lean
#print axioms PlaneRotationGroups.finite_group_cyclic
#print axioms PlaneRotationGroups.crystal_rotations_cyclic
```

```
'PlaneRotationGroups.finite_group_cyclic' depends on axioms: [propext, Classical.choice, Quot.sound]
'PlaneRotationGroups.crystal_rotations_cyclic' depends on axioms: [propext, Classical.choice, Quot.sound]
```
